# Resta's average is zero for translation-invariant weights when the particle number is not a multiple of the ring length

## A polarization that is only rounding noise

My code returns a polarization that means nothing. I diagonalise an extended Hubbard model on a periodic ring of four sites with two electrons, compute Resta's average \(z=\langle e^{(2\pi i/L)\sum_x x\,n_x}\rangle\), with \(L=4\) sites and \(n_x\) electrons on site \(x\), and take its phase. The phase jumps whenever I change the solver tolerance, because \(z\) itself is of the order of the rounding error.

The ground state is a momentum eigenstate, so I expect no net asymmetry. But with strong on-site and nearest-neighbour repulsion the electrons sit on every other site. That is a well-ordered charge pattern, and I expected a definite polarization. Is \(z\) really zero, and does that make the system a metal?

## Moving every electron by one site forces the zero

Yes, \(z\) is exactly zero, and here this says nothing about metallic behaviour. Two facts force it: the occupation probabilities are translation-invariant, and \(L=4\) does not divide the electron number \(N=2\).

Your charge pattern shows the cancellation. With sites 0 and 2 occupied, \(\sum_x x\,n_x=2\) and the phase factor is \(e^{i\pi}=-1\). With sites 1 and 3 occupied, the sum is 4 and the factor is \(+1\). A translation-invariant state gives both patterns the same weight, so they cancel. Either pattern alone has a definite polarization; their symmetric mixture has none. If the exponent is doubled, both factors become \(+1\) and the average survives.

### The derivation for any ring

Let \(n=(n_0,\dots,n_{L-1})\) be a configuration with each \(n_x\in\{0,1,2\}\), on \(L\ge 1\) sites. Write \(N=\sum_x n_x\), \(D(n)=\sum_x x\,n_x\) and \(\omega=e^{2\pi i/L}\). For a natural number \(q\), let \(\varphi_q(n)=\omega^{qD(n)}\). Given weights \(p(n)\), the \(q\)-th average is

\[
z_q=\sum_n p(n)\,\varphi_q(n),
\]

and Resta's average is \(z_1\).

Let \(T\) move the configuration by one site, \((Tn)_x=n_{x-1}\), with site labels taken modulo \(L\). Each particle's coordinate grows by 1, except on site \(L-1\), where it falls from \(L-1\) to 0. Hence

\[
D(Tn)=D(n)+N-L\,n_{L-1},\qquad \varphi_q(Tn)=\omega^{qN}\varphi_q(n),
\]

because \(\omega^L=1\). Now suppose that \(p(Tn)=p(n)\) and that only configurations with \(N\) particles carry weight. Since \(T\) permutes the configurations,

\[
z_q=\sum_n p(Tn)\,\varphi_q(Tn)=\omega^{qN}\sum_n p(n)\,\varphi_q(n)=\omega^{qN}z_q .
\]

So \((1-\omega^{qN})z_q=0\). The bracket vanishes only if \(L\) divides \(qN\); otherwise \(z_q=0\).

A polarization is a real number \(P\) with \(z_1=|z_1|e^{2\pi iP}\). If \(z_1=0\), both sides are zero for every \(P\), so the equation selects nothing. If \(z_1\neq0\), two solutions \(P,P'\) satisfy \(e^{2\pi i(P-P')}=1\) and differ by an integer.

The divisibility condition is sharp. Take any configuration \(n\) with \(N\) particles and give each of its translates \(T^kn\), \(k=0,\dots,L-1\), the weight \(1/L\), adding the weights of translates that coincide. This is an invariant probability distribution with particle number \(N\), and

\[
z_q=\frac{\varphi_q(n)}{L}\sum_{k=0}^{L-1}\omega^{qkN}.
\]

If \(L\) divides \(qN\), every term of the sum is 1 and \(z_q=\varphi_q(n)\neq0\). If not, the previous argument gives zero.

Divisibility permits a nonzero average but does not guarantee one. For two non-interacting electrons in the bonding orbital of a two-site ring, the configurations \((2,0)\), \((0,2)\) and \((1,1)\) have probabilities \(\tfrac14,\tfrac14,\tfrac12\) and phase factors \(1,1,-1\), so \(z_1=0\) although \(L=N=2\).

### The same argument in Lean

```lean
import Mathlib

open Finset

namespace RestaPolarization

noncomputable section

/-- Occupations 0, 1 or 2 on the sites of a periodic ring of length `L`. -/
abbrev Config (L : ℕ) := ZMod L → Fin 3

variable {L : ℕ} [NeZero L]

/-- The configuration moved by `k` sites around the ring. -/
def translate (k : ZMod L) (n : Config L) : Config L := fun x => n (x - k)

/-- The total number of particles. -/
def charge (n : Config L) : ℕ := ∑ x, (n x : ℕ)

/-- The dipole `∑ x n_x`, with site coordinates `x = 0, ..., L - 1`. -/
def dipole (n : Config L) : ℕ := ∑ x : ZMod L, x.val * (n x : ℕ)

/-- The elementary phase `exp(2πi/L)` of a ring of length `L ≥ 1`. -/
def unitPhase (L : ℕ) : ℂ := Complex.exp (2 * Real.pi * Complex.I / L)

/-- The twist phase `exp((2πi q/L) ∑ x n_x)` of a configuration, for `L ≥ 1`. -/
def phase (q : ℕ) (n : Config L) : ℂ :=
  Complex.exp (2 * Real.pi * Complex.I / L * (q * dipole n))

/-- The `q`-th Resta average: the twist phase summed with the weights `p`. -/
def resta (q : ℕ) (p : Config L → ℝ) : ℂ := ∑ n, (p n : ℂ) * phase q n

/-- The weights are unchanged when the configuration moves by one site. -/
def IsTranslationInvariant (p : Config L → ℝ) : Prop :=
  ∀ n, p (translate 1 n) = p n

/-- Only configurations with `N` particles carry weight. -/
def HasParticleNumber (p : Config L → ℝ) (N : ℕ) : Prop :=
  ∀ n, p n ≠ 0 → charge n = N

/-- `P` is a polarization of `p` if `2πP` is a phase angle of the first Resta average. -/
def IsPolarization (p : Config L → ℝ) (P : ℝ) : Prop :=
  resta 1 p = (‖resta 1 p‖ : ℂ) * Complex.exp (2 * Real.pi * Complex.I * P)

omit [NeZero L] in
/-- Different configurations remain different after translation. -/
theorem translate_injective (k : ZMod L) :
    Function.Injective (translate k : Config L → Config L) := by
  intro a b h
  funext x
  have := congrFun h (x + k)
  simpa only [translate, add_sub_cancel_right] using this

/-- Translation by `k` sites changes the dipole by `k` times the particle number, modulo `L`. -/
theorem dipole_translate (k : ZMod L) (n : Config L) :
    (dipole (translate k n) : ZMod L) = dipole n + k * charge n := by
  simp only [dipole, charge, translate, Nat.cast_sum, Nat.cast_mul, ZMod.natCast_zmod_val]
  rw [Finset.mul_sum, ← Finset.sum_add_distrib]
  -- label each particle by its site before the translation
  refine (Equiv.sum_comp (Equiv.addRight k) _).symm.trans ?_
  refine Finset.sum_congr rfl fun x _ => ?_
  simp only [Equiv.coe_addRight, add_sub_cancel_right]
  ring

/-- Translation by `k` sites multiplies the twist phase by `exp(2πi q k N/L)`,
where `N` is the particle number of the configuration. -/
theorem phase_translate (q k : ℕ) (n : Config L) :
    phase q (translate (k : ZMod L) n) =
      unitPhase L ^ (q * (k * charge n)) * phase q n := by
  have hpow : ∀ m : Config L, phase q m = unitPhase L ^ (q * dipole m) := by
    intro m
    rw [phase, unitPhase, ← Complex.exp_nat_mul]
    congr 1
    push_cast
    ring
  have hroot : unitPhase L ^ L = 1 :=
    (Complex.isPrimitiveRoot_exp L (NeZero.ne L)).pow_eq_one
  have hd : dipole (translate (k : ZMod L) n) ≡ dipole n + k * charge n [MOD L] :=
    (ZMod.natCast_eq_natCast_iff _ _ L).1 (by
      rw [Nat.cast_add, Nat.cast_mul]
      exact dipole_translate (k : ZMod L) n)
  -- exponents of the elementary phase matter only modulo L
  have key : ∀ a b : ℕ, a ≡ b [MOD L] → unitPhase L ^ a = unitPhase L ^ b := by
    intro a b h
    have h' : a % L = b % L := h
    rw [pow_eq_pow_mod a hroot, pow_eq_pow_mod b hroot, h']
  rw [hpow, hpow, key _ _ (hd.mul_left q), mul_add, pow_add, mul_comm]

/-- For translation-invariant weights on configurations of `N` particles, the `q`-th Resta
average vanishes if `L` does not divide `q N`. -/
theorem resta_eq_zero {p : Config L → ℝ} {q N : ℕ} (hinv : IsTranslationInvariant p)
    (hN : HasParticleNumber p N) (h : ¬ L ∣ q * N) : resta q p = 0 := by
  have hb : Function.Bijective (translate 1 : Config L → Config L) :=
    Finite.injective_iff_bijective.mp (translate_injective 1)
  -- translating every configuration reproduces the average up to a phase
  have hz : resta q p = unitPhase L ^ (q * N) * resta q p := by
    calc resta q p = ∑ n, (p (translate 1 n) : ℂ) * phase q (translate 1 n) :=
          (hb.sum_comp (fun n => (p n : ℂ) * phase q n)).symm
      _ = ∑ n, unitPhase L ^ (q * N) * ((p n : ℂ) * phase q n) := by
          refine Finset.sum_congr rfl fun n _ => ?_
          rw [hinv n]
          by_cases hp : p n = 0
          · simp [hp]
          · have h1 := phase_translate q 1 n
            rw [Nat.cast_one, one_mul, hN n hp] at h1
            rw [h1]
            ring
      _ = unitPhase L ^ (q * N) * resta q p := (Finset.mul_sum _ _ _).symm
  by_contra h0
  have h1 : unitPhase L ^ (q * N) = 1 :=
    mul_right_cancel₀ h0 (by rw [one_mul]; exact hz.symm)
  exact h (((Complex.isPrimitiveRoot_exp L (NeZero.ne L)).pow_eq_one_iff_dvd _).1 h1)

/-- At fractional filling (`L` does not divide `N`), translation-invariant weights on
configurations of `N` particles have zero Resta average, and every real number is a
polarization. -/
theorem polarization_undefined {p : Config L → ℝ} {N : ℕ} (hinv : IsTranslationInvariant p)
    (hN : HasParticleNumber p N) (h : ¬ L ∣ N) :
    resta 1 p = 0 ∧ ∀ P : ℝ, IsPolarization p P := by
  have hz : resta 1 p = 0 := resta_eq_zero hinv hN (by rwa [one_mul])
  exact ⟨hz, fun P => by simp [IsPolarization, hz]⟩

/-- If the first Resta average is nonzero, any two polarizations differ by an integer. -/
theorem polarization_unique {p : Config L → ℝ} (hz : resta 1 p ≠ 0) {P P' : ℝ}
    (h : IsPolarization p P) (h' : IsPolarization p P') : ∃ m : ℤ, P = P' + m := by
  have hn : (‖resta 1 p‖ : ℂ) ≠ 0 := Complex.ofReal_ne_zero.mpr (norm_ne_zero_iff.mpr hz)
  have he := mul_left_cancel₀ hn (h.symm.trans h')
  obtain ⟨m, hm⟩ := Complex.exp_eq_exp_iff_exists_int.1 he
  refine ⟨m, ?_⟩
  have hc : (P : ℂ) = P' + m :=
    mul_left_cancel₀ Complex.two_pi_I_ne_zero (by linear_combination hm)
  exact_mod_cast hc

/-- The equal-weight mixture of the `L` translates of one configuration, for `L ≥ 1`. -/
def orbitAverage (n₀ n : Config L) : ℝ :=
  (∑ k : ZMod L, if translate k n₀ = n then (1 : ℝ) else 0) / L

/-- The mean of an observable in the mixture is its mean over the translates. -/
theorem orbitAverage_mean (n₀ : Config L) (f : Config L → ℂ) :
    ∑ n, (orbitAverage n₀ n : ℂ) * f n = (∑ k, f (translate k n₀)) / L := by
  simp only [orbitAverage, Complex.ofReal_div, Complex.ofReal_sum, Complex.ofReal_natCast,
    div_mul_eq_mul_div, Finset.sum_mul]
  rw [← Finset.sum_div, Finset.sum_comm]
  congr 1
  refine Finset.sum_congr rfl fun k _ => ?_
  rw [Finset.sum_eq_single (translate k n₀)]
  · simp
  · intro n _ hn
    simp [Ne.symm hn]
  · simp

/-- The mixture of translates is a translation-invariant probability distribution with the
particle number of the original configuration. -/
theorem orbitAverage_witness (n₀ : Config L) :
    (∀ n, 0 ≤ orbitAverage n₀ n) ∧ ∑ n, orbitAverage n₀ n = 1 ∧
      IsTranslationInvariant (orbitAverage n₀) ∧
      HasParticleNumber (orbitAverage n₀) (charge n₀) := by
  refine ⟨fun n => ?_, ?_, fun n => ?_, fun n hn => ?_⟩
  · refine div_nonneg (Finset.sum_nonneg fun k _ => ?_) (Nat.cast_nonneg L)
    split_ifs <;> norm_num
  · have h := orbitAverage_mean n₀ (fun _ => 1)
    simp only [mul_one, Finset.sum_const, Finset.card_univ, ZMod.card, nsmul_eq_mul] at h
    rw [div_self (Nat.cast_ne_zero.mpr (NeZero.ne L))] at h
    exact_mod_cast h
  · unfold orbitAverage
    congr 1
    refine (Equiv.sum_comp (Equiv.addRight (1 : ZMod L)) _).symm.trans ?_
    refine Finset.sum_congr rfl fun k _ => ?_
    have h : translate (k + 1) n₀ = translate 1 (translate k n₀) := by
      funext x
      simp only [translate]
      congr 1
      ring
    simp only [Equiv.coe_addRight, h, (translate_injective (1 : ZMod L)).eq_iff]
  · by_contra hc
    have h : ∀ k, translate k n₀ ≠ n := by
      rintro k rfl
      exact hc (Equiv.sum_comp (Equiv.subRight k) (fun x => (n₀ x : ℕ)))
    exact hn (by simp [orbitAverage, h])

/-- For the mixture of translates of a configuration with `N` particles, the `q`-th Resta
average is nonzero exactly when `L` divides `q N`. -/
theorem resta_orbitAverage_ne_zero_iff (q : ℕ) (n₀ : Config L) :
    resta q (orbitAverage n₀) ≠ 0 ↔ L ∣ q * charge n₀ := by
  obtain ⟨_, _, hinv, hN⟩ := orbitAverage_witness n₀
  refine ⟨fun hz => by_contra fun h => hz (resta_eq_zero hinv hN h), fun h => ?_⟩
  -- all translates now carry the same twist phase
  have hk : ∀ k : ZMod L, phase q (translate k n₀) = phase q n₀ := by
    intro k
    have h1 := phase_translate q k.val n₀
    have h2 : unitPhase L ^ (q * (k.val * charge n₀)) = 1 :=
      ((Complex.isPrimitiveRoot_exp L (NeZero.ne L)).pow_eq_one_iff_dvd _).2
        (by rw [mul_left_comm]; exact h.mul_left _)
    rwa [ZMod.natCast_zmod_val, h2, one_mul] at h1
  have hL : (L : ℂ) ≠ 0 := Nat.cast_ne_zero.mpr (NeZero.ne L)
  rw [resta, orbitAverage_mean]
  simp only [hk, Finset.sum_const, Finset.card_univ, ZMod.card, nsmul_eq_mul]
  rw [mul_div_cancel_left₀ _ hL]
  exact Complex.exp_ne_zero _

end

end RestaPolarization
```

```lean
#print axioms RestaPolarization.polarization_undefined
-- 'RestaPolarization.polarization_undefined' depends on axioms: [propext, Classical.choice, Quot.sound]
#print axioms RestaPolarization.polarization_unique
-- 'RestaPolarization.polarization_unique' depends on axioms: [propext, Classical.choice, Quot.sound]
#print axioms RestaPolarization.resta_orbitAverage_ne_zero_iff
-- 'RestaPolarization.resta_orbitAverage_ne_zero_iff' depends on axioms: [propext, Classical.choice, Quot.sound]
```

### What the theorems say about a Hubbard ring

A `Config L` assigns a value in `Fin 3`, that is 0, 1 or 2, to each site in `ZMod L`, the integers modulo \(L\). The instance `[NeZero L]` says \(L\ge1\). `charge` is the particle number and `dipole` is \(D(n)\), a sum of positions without the electron's charge. It uses the representatives \(0,\dots,L-1\), so it depends on where the ring is cut. `translate k` is \(T^k\), `unitPhase L` is \(\omega\), `phase q` is \(\varphi_q\), and `resta q p` is \(z_q\).

The weights `p` are arbitrary real numbers. `IsTranslationInvariant` asks for invariance under one step, and `HasParticleNumber p N` says that every configuration of nonzero weight has \(N\) particles. Positivity and normalisation are not assumed. For weights with a positive total, the physical average is `resta q p` divided by that total, which changes neither a zero nor a phase.

- `resta_eq_zero` states that \(z_q=0\) if \(L\) does not divide \(qN\).
- `polarization_undefined` takes \(q=1\): the average is zero and every real number satisfies `IsPolarization`. This is the precise sense of "undefined".
- `polarization_unique` states that polarizations differ by integers when \(z_1\ne0\).
- `orbitAverage_witness` and `resta_orbitAverage_ne_zero_iff` state the sharpness result for the mixture of translates.

`IsPolarization` measures \(P\) in units of the carrier charge, without the electron's sign or any ionic contribution. "Fractional filling" means that \(N/L\) is not an integer, with both spins counted in \(N\). The Hubbard model's half filling, \(N=L\), is therefore an integer filling, and your two electrons on four sites are at fractional filling.

The step from your wavefunction to `p` is made outside Lean. For each set of occupations, add the squared moduli of the amplitudes of all spin arrangements that produce it. If translation multiplies the state by a phase, that phase and any fermionic signs disappear in the squared moduli, and `p` is invariant. An arbitrary combination of degenerate ground states with different momenta need not have this property.

For exact diagonalisation or Monte Carlo on a finite one-dimensional ring with fixed particle number and translation-invariant weights, a fractional filling thus shows in advance that the phase of \(z_1\) carries no information. Interactions enter only through `p`, so their strength cannot lift this zero while `p` stays translation-invariant. An integer filling leaves the question open, as the two-site example shows.

### How Lean carries out the translation argument

`translate_injective` recovers a configuration from its translate by evaluating at the shifted site. On a finite set an injective map is bijective, which licenses the relabelling of the sum over configurations.

`dipole_translate` is the formula for \(D(Tn)\), for a shift by any \(k\). It is stated in `ZMod L`, where the wrap-around term \(L\,n_{L-1}\) is already zero. The proof relabels each particle by its site before the shift, and `ring` finishes the algebra. `phase_translate` then writes the twist phase as a power of \(\omega\) and uses \(\omega^L=1\) to show that only the exponent modulo \(L\) counts.

In `resta_eq_zero`, the `calc` block is the chain ending in \(z_q=\omega^{qN}z_q\). It treats configurations of zero weight separately, since their particle number is unknown but their terms vanish. If \(z_q\) were nonzero, cancelling it would give \(\omega^{qN}=1\). Because \(\omega\) is a primitive \(L\)-th root of unity, \(L\) would then divide \(qN\), a contradiction.

`polarization_undefined` substitutes this zero into the definition. `polarization_unique` cancels the nonzero modulus and uses the fact that equal complex exponentials have exponents differing by an integer multiple of \(2\pi i\).

For sharpness, `orbitAverage_mean` exchanges the sums over configurations and translates, so that a mean in the mixture becomes a mean over \(k\). `orbitAverage_witness` applies this to the constant 1 to obtain normalisation, and gets invariance by relabelling \(k\) as \(k+1\). In `resta_orbitAverage_ne_zero_iff`, one direction is `resta_eq_zero`. In the other, `hk` shows that all translates share one phase, so the average equals that phase, and an exponential is never zero.
